# Conditioning of the overlap matrix bounds the starting error of two-block inverse factorization

## Two fragments joined into one basis

In a basis of localised atomic orbitals, the functions overlap, and the electronic-structure equations contain an overlap matrix S. An inverse factor Z with ZᵀSZ = 1 turns the generalised eigenvalue problem into an ordinary one. A divide-and-conquer scheme splits the basis into two blocks, finds an inverse factor for each, and places the two side by side as a first guess for the whole. This guess ignores the overlap between the blocks. How large can its error be, and does it grow with the blocks?

Write

S = [A, B; Bᵀ, D], Z = diag(X, Y), XᵀAX = 1, YᵀDY = 1,

and define the starting error as E = 1 − ZᵀSZ. Suppose that S is real symmetric and that, for every v,

m |v|² ≤ v·Sv ≤ M |v|², 0 < m ≤ M,

where |v|² = v·v. For normalised functions, the largest possible m measures how far the basis is from linear dependence, and the smallest possible M shows how strongly overlaps can add up. With q = (M − m)/(M + m), the result is

|Ew|² ≤ q² |w|² for every w.

Since m > 0, q is less than 1. The block sizes do not appear, so for a family of growing systems the bound is uniform if the same m and M serve them all.

## Wielandt's inequality for orthogonal vectors

Let x·y = 0, and set α = x·Sx, β = y·Sy, γ = x·Sy. Symmetry gives y·Sx = γ. By orthogonality, x + y and x − y have the same squared length L = |x|² + |y|². The upper bound for x + y and the lower bound for x − y read

α + β + 2γ ≤ M L,
m L ≤ α + β − 2γ.

Multiply the first by m and the second by M, and join them through mML:

m(α + β + 2γ) ≤ M(α + β − 2γ),
2(M + m)γ ≤ (M − m)(α + β).

The vector sx is also orthogonal to y for every real s. Replacing x by sx gives

0 ≤ (M − m)α s² − 2(M + m)γ s + (M − m)β for all s.

A real quadratic that is never negative has discriminant at most zero; if its leading coefficient vanishes, the linear coefficient must vanish too, and the same conclusion holds. Hence

4(M + m)²γ² − 4(M − m)²αβ ≤ 0,
γ² ≤ q² αβ.

Since α and β are nonnegative, taking roots gives |γ| ≤ q √(αβ), which is Wielandt's inequality for real vectors.

## From the coupling to the error

Put K = XᵀBY. Multiplying out the blocks gives

ZᵀSZ = [1, K; Kᵀ, 1], E = [0, −K; −Kᵀ, 0].

For u in the first block and v in the second, take x = (Xu, 0) and y = (0, Yv). These are orthogonal, with

x·Sx = u·XᵀAXu = |u|², y·Sy = |v|², x·Sy = u·Kv.

Wielandt's inequality therefore says (u·Kv)² ≤ q²|u|²|v|². Choosing u = Kv gives |Kv|⁴ ≤ q²|Kv|²|v|², so |Kv|² ≤ q²|v|², trivially when Kv = 0. The same argument applies to Kᵀ. For w = (a, b),

|Ew|² = |Kb|² + |Kᵀa|² ≤ q²(|a|² + |b|²) = q²|w|².

## Two functions, and the uncoupled limit

The smallest coupled case has one function per block. For two normalised functions with overlap σ, |σ| < 1, the tightest bounds are m = 1 − |σ| and M = 1 + |σ|, so q = |σ|: the bound is the magnitude of the overlap, and the error attains it. If the blocks are uncoupled, B = 0 and the starting error vanishes, whatever m and M are. The bound does not see this: q is zero only when m = M, which makes S a multiple of the identity. A poorly conditioned S can therefore give q close to 1 although the true error is small.

## What the Lean statements say

`OverlapBounds S m M` collects the symmetry of S and the two quadratic-form bounds. Vectors are real functions on a finite index type, `⬝ᵥ` is the dot product and `*ᵥ` applies a matrix to a vector. The combined basis is indexed by `n ⊕ p`, and `fromBlocks A B Bᵀ D` is its overlap matrix. `startError` fixes the sign convention E = 1 − ZᵀSZ.

`startError_bound` takes the block factors through the hypotheses `hX` and `hY`; it does not construct them. The bounds m and M are likewise given, not derived from a molecular geometry or a basis set. Complex orbitals and the later refinement of Z lie beyond these statements, although q < 1 guarantees that the binomial series for (1 − E)^(−1/2) converges.

```lean
import Mathlib

open Matrix

namespace TwoBlockInverseFactorization

noncomputable section

variable {n p : Type*} [Fintype n] [Fintype p]

/-- The real overlap matrix `S` is symmetric and its quadratic form lies between
`m` and `M` times the squared length of the vector. -/
structure OverlapBounds (S : Matrix n n ℝ) (m M : ℝ) : Prop where
  symmetric : Sᵀ = S
  lower : ∀ v : n → ℝ, m * (v ⬝ᵥ v) ≤ v ⬝ᵥ S *ᵥ v
  upper : ∀ v : n → ℝ, v ⬝ᵥ S *ᵥ v ≤ M * (v ⬝ᵥ v)

/-- The error `1 - Zᵀ S Z` of the block-diagonal starting factor `Z = diag(X, Y)`. -/
def startError [DecidableEq n] [DecidableEq p] (S : Matrix (n ⊕ p) (n ⊕ p) ℝ)
    (X : Matrix n n ℝ) (Y : Matrix p p ℝ) : Matrix (n ⊕ p) (n ⊕ p) ℝ :=
  1 - (fromBlocks X 0 0 Y)ᵀ * S * fromBlocks X 0 0 Y

private theorem dot_self_nonneg (v : n → ℝ) : 0 ≤ v ⬝ᵥ v := by
  unfold dotProduct
  exact Finset.sum_nonneg fun i _ => mul_self_nonneg (v i)

private theorem dot_elim (a c : n → ℝ) (b d : p → ℝ) :
    Sum.elim a b ⬝ᵥ Sum.elim c d = a ⬝ᵥ c + b ⬝ᵥ d := by
  simp [dotProduct, Fintype.sum_sum_type]

private theorem dot_pull (X : Matrix n n ℝ) (C : Matrix n p ℝ) (Y : Matrix p p ℝ)
    (u : n → ℝ) (v : p → ℝ) :
    (X *ᵥ u) ⬝ᵥ C *ᵥ (Y *ᵥ v) = u ⬝ᵥ (Xᵀ * C * Y) *ᵥ v := by
  rw [← Matrix.mulVec_mulVec, ← Matrix.mulVec_mulVec, Matrix.dotProduct_mulVec u Xᵀ,
    Matrix.vecMul_transpose]

/-- For orthogonal `x` and `y` and positive spectral bounds, the overlap coupling is
controlled by the sum of the two self-overlaps. -/
theorem coupling_le_sum {S : Matrix n n ℝ} {m M : ℝ} (h : OverlapBounds S m M)
    (hm : 0 < m) (hmM : m ≤ M) {x y : n → ℝ} (hxy : x ⬝ᵥ y = 0) :
    2 * (M + m) * (x ⬝ᵥ S *ᵥ y) ≤ (M - m) * (x ⬝ᵥ S *ᵥ x + y ⬝ᵥ S *ᵥ y) := by
  have hyx : y ⬝ᵥ x = 0 := by rw [dotProduct_comm, hxy]
  have hs : y ⬝ᵥ S *ᵥ x = x ⬝ᵥ S *ᵥ y := by
    rw [Matrix.dotProduct_mulVec, ← Matrix.mulVec_transpose, h.symmetric, dotProduct_comm]
  -- `x + y` and `x - y` have the same length
  have h1 := h.upper (x + y)
  have h2 := h.lower (x - y)
  simp only [Matrix.mulVec_add, Matrix.mulVec_sub, dotProduct_add, add_dotProduct,
    dotProduct_sub, sub_dotProduct, hs, hxy, hyx] at h1 h2
  have h3 := mul_le_mul_of_nonneg_left h1 hm.le
  have h4 := mul_le_mul_of_nonneg_left h2 (hm.le.trans hmM)
  nlinarith [h3, h4]

/-- Squared form of Wielandt's inequality for orthogonal vectors and positive
spectral bounds. -/
theorem wielandt_sq {S : Matrix n n ℝ} {m M : ℝ} (h : OverlapBounds S m M)
    (hm : 0 < m) (hmM : m ≤ M) {x y : n → ℝ} (hxy : x ⬝ᵥ y = 0) :
    (x ⬝ᵥ S *ᵥ y) ^ 2 ≤
      ((M - m) / (M + m)) ^ 2 * ((x ⬝ᵥ S *ᵥ x) * (y ⬝ᵥ S *ᵥ y)) := by
  have hpos : 0 < M + m := by linarith
  -- rescaling `x` gives a quadratic polynomial without sign change
  have hq : ∀ s : ℝ, 0 ≤ ((M - m) * (x ⬝ᵥ S *ᵥ x)) * (s * s)
      + (-(2 * (M + m) * (x ⬝ᵥ S *ᵥ y))) * s + (M - m) * (y ⬝ᵥ S *ᵥ y) := by
    intro s
    have hsxy : (s • x) ⬝ᵥ y = 0 := by rw [smul_dotProduct, hxy, smul_zero]
    have h1 := coupling_le_sum h hm hmM hsxy
    simp only [Matrix.mulVec_smul, smul_dotProduct, dotProduct_smul, smul_eq_mul] at h1
    linarith
  have hd := discrim_le_zero hq
  unfold discrim at hd
  rw [div_pow, div_mul_eq_mul_div, le_div_iff₀ (pow_pos hpos 2)]
  linarith

/-- Wielandt's inequality: for orthogonal `x` and `y` and spectral bounds `0 < m ≤ M`,
the coupling through `S` is at most `(M - m) / (M + m)` times the geometric mean of
the self-overlaps. -/
theorem wielandt_inequality {S : Matrix n n ℝ} {m M : ℝ} (h : OverlapBounds S m M)
    (hm : 0 < m) (hmM : m ≤ M) {x y : n → ℝ} (hxy : x ⬝ᵥ y = 0) :
    |x ⬝ᵥ S *ᵥ y| ≤
      (M - m) / (M + m) * √((x ⬝ᵥ S *ᵥ x) * (y ⬝ᵥ S *ᵥ y)) := by
  have hS : ∀ v : n → ℝ, 0 ≤ v ⬝ᵥ S *ᵥ v := fun v =>
    (mul_nonneg hm.le (dot_self_nonneg v)).trans (h.lower v)
  have hk : 0 ≤ (M - m) / (M + m) := div_nonneg (by linarith) (by linarith)
  apply abs_le_of_sq_le_sq _ (mul_nonneg hk (Real.sqrt_nonneg _))
  rw [mul_pow, Real.sq_sqrt (mul_nonneg (hS x) (hS y))]
  exact wielandt_sq h hm hmM hxy

/-- For every `0 < m ≤ M` a two-by-two overlap matrix with these spectral bounds attains
equality in Wielandt's inequality on the two unit vectors. -/
theorem wielandt_sharp {m M : ℝ} (hm : 0 < m) (hmM : m ≤ M) :
    let S : Matrix (Fin 2) (Fin 2) ℝ :=
      !![(M + m) / 2, (M - m) / 2; (M - m) / 2, (M + m) / 2]
    OverlapBounds S m M ∧
      |![1, 0] ⬝ᵥ S *ᵥ ![0, 1]| = (M - m) / (M + m) *
        √((![1, 0] ⬝ᵥ S *ᵥ ![1, 0]) * (![0, 1] ⬝ᵥ S *ᵥ ![0, 1])) := by
  intro S
  have hd : 0 ≤ M - m := by linarith
  have hpos : 0 < M + m := by linarith
  refine ⟨⟨?_, fun v => ?_, fun v => ?_⟩, ?_⟩
  · ext i j
    fin_cases i <;> fin_cases j <;> rfl
  · simp [S, Matrix.mulVec, dotProduct, Fin.sum_univ_two]
    nlinarith [mul_nonneg hd (sq_nonneg (v 0 + v 1))]
  · simp [S, Matrix.mulVec, dotProduct, Fin.sum_univ_two]
    nlinarith [mul_nonneg hd (sq_nonneg (v 0 - v 1))]
  · have e1 : ![1, 0] ⬝ᵥ S *ᵥ ![0, 1] = (M - m) / 2 := by
      simp [S, Matrix.mulVec, dotProduct, Fin.sum_univ_two]
    have e2 : ![1, 0] ⬝ᵥ S *ᵥ ![1, 0] = (M + m) / 2 := by
      simp [S, Matrix.mulVec, dotProduct, Fin.sum_univ_two]
    have e3 : ![0, 1] ⬝ᵥ S *ᵥ ![0, 1] = (M + m) / 2 := by
      simp [S, Matrix.mulVec, dotProduct, Fin.sum_univ_two]
    rw [e1, e2, e3, Real.sqrt_mul_self (by linarith), abs_of_nonneg (by linarith)]
    field_simp

private theorem norm_of_form {K : Matrix n p ℝ} {c : ℝ} (hc : 0 ≤ c)
    (h : ∀ u v, (u ⬝ᵥ K *ᵥ v) ^ 2 ≤ c * ((u ⬝ᵥ u) * (v ⬝ᵥ v))) (v : p → ℝ) :
    (K *ᵥ v) ⬝ᵥ (K *ᵥ v) ≤ c * (v ⬝ᵥ v) := by
  by_contra hlt
  have hlt := not_le.mp hlt
  have hq := (mul_nonneg hc (dot_self_nonneg v)).trans_lt hlt
  nlinarith [h (K *ᵥ v) v, mul_pos hq (sub_pos.2 hlt)]

variable [DecidableEq n] [DecidableEq p]

/-- If `X` and `Y` are inverse factors of the diagonal blocks, the starting error consists
only of the transformed coupling between the two blocks. -/
theorem startError_eq {A X : Matrix n n ℝ} {B : Matrix n p ℝ} {D Y : Matrix p p ℝ}
    (hX : Xᵀ * A * X = 1) (hY : Yᵀ * D * Y = 1) :
    startError (fromBlocks A B Bᵀ D) X Y =
      fromBlocks 0 (-(Xᵀ * B * Y)) (-(Xᵀ * B * Y)ᵀ) 0 := by
  have ht : (Xᵀ * B * Y)ᵀ = Yᵀ * Bᵀ * X := by
    simp only [Matrix.transpose_mul, Matrix.transpose_transpose, Matrix.mul_assoc]
  rw [ht, startError, fromBlocks_transpose, fromBlocks_multiply, fromBlocks_multiply,
    ← fromBlocks_one, sub_eq_add_neg, fromBlocks_neg, fromBlocks_add]
  simp only [Matrix.transpose_zero, Matrix.zero_mul, Matrix.mul_zero, add_zero, zero_add,
    hX, hY, add_neg_cancel]

/-- For spectral bounds `0 < m ≤ M` of the full overlap matrix and inverse factors `X`, `Y`
of its diagonal blocks, the starting error maps every vector to one whose length is at most
`(M - m) / (M + m)` times the original length, whatever the block sizes. -/
theorem startError_bound {A X : Matrix n n ℝ} {B : Matrix n p ℝ} {D Y : Matrix p p ℝ}
    {m M : ℝ} (h : OverlapBounds (fromBlocks A B Bᵀ D) m M) (hm : 0 < m) (hmM : m ≤ M)
    (hX : Xᵀ * A * X = 1) (hY : Yᵀ * D * Y = 1) (w : n ⊕ p → ℝ) :
    (startError (fromBlocks A B Bᵀ D) X Y *ᵥ w) ⬝ᵥ
      (startError (fromBlocks A B Bᵀ D) X Y *ᵥ w) ≤
        ((M - m) / (M + m)) ^ 2 * (w ⬝ᵥ w) := by
  -- vectors on different blocks are orthogonal, so Wielandt bounds the coupling
  have hK : ∀ (u : n → ℝ) (v : p → ℝ), (u ⬝ᵥ (Xᵀ * B * Y) *ᵥ v) ^ 2 ≤
      ((M - m) / (M + m)) ^ 2 * ((u ⬝ᵥ u) * (v ⬝ᵥ v)) := by
    intro u v
    have ho : Sum.elim (X *ᵥ u) (0 : p → ℝ) ⬝ᵥ Sum.elim (0 : n → ℝ) (Y *ᵥ v) = 0 := by
      rw [dot_elim, dotProduct_zero, zero_dotProduct, add_zero]
    have key := wielandt_sq h hm hmM ho
    simpa only [fromBlocks_mulVec, Sum.elim_comp_inl, Sum.elim_comp_inr, dot_elim,
      Matrix.mulVec_zero, zero_add, add_zero, zero_dotProduct, dot_pull, hX, hY,
      Matrix.one_mulVec] using key
  have hKt : ∀ (v : p → ℝ) (u : n → ℝ), (v ⬝ᵥ (Xᵀ * B * Y)ᵀ *ᵥ u) ^ 2 ≤
      ((M - m) / (M + m)) ^ 2 * ((v ⬝ᵥ v) * (u ⬝ᵥ u)) := by
    intro v u
    rw [Matrix.dotProduct_mulVec, Matrix.vecMul_transpose,
      dotProduct_comm ((Xᵀ * B * Y) *ᵥ v) u, mul_comm (v ⬝ᵥ v)]
    exact hK u v
  obtain ⟨a, b, rfl⟩ : ∃ a b, w = Sum.elim a b :=
    ⟨_, _, (Sum.elim_comp_inl_inr w).symm⟩
  have h1 := norm_of_form (sq_nonneg _) hK b
  have h2 := norm_of_form (sq_nonneg _) hKt a
  rw [startError_eq hX hY]
  simp only [fromBlocks_mulVec, Sum.elim_comp_inl, Sum.elim_comp_inr, Matrix.zero_mulVec,
    zero_add, add_zero, Matrix.neg_mulVec, dot_elim, neg_dotProduct, dotProduct_neg, neg_neg]
  linarith

/-- Two coupled one-function blocks with self-overlap 4 and coupling 2 have spectral bounds
2 and 6 and block inverse factors 1/2, and attain the error bound for every vector. -/
theorem startError_bound_witness :
    let A : Matrix (Fin 1) (Fin 1) ℝ := !![4]
    let B : Matrix (Fin 1) (Fin 1) ℝ := !![2]
    let X : Matrix (Fin 1) (Fin 1) ℝ := !![1 / 2]
    OverlapBounds (fromBlocks A B Bᵀ A) 2 6 ∧ Xᵀ * A * X = 1 ∧
      ∀ w, (startError (fromBlocks A B Bᵀ A) X X *ᵥ w) ⬝ᵥ
        (startError (fromBlocks A B Bᵀ A) X X *ᵥ w) =
          ((6 - 2) / (6 + 2)) ^ 2 * (w ⬝ᵥ w) := by
  intro A B X
  have hX : Xᵀ * A * X = 1 := by
    ext i j
    fin_cases i
    fin_cases j
    norm_num [A, X, Matrix.mul_apply]
  refine ⟨⟨?_, fun v => ?_, fun v => ?_⟩, hX, fun w => ?_⟩
  · ext i j
    rcases i with i | i <;> rcases j with j | j <;> fin_cases i <;> fin_cases j <;> rfl
  · simp [A, B, Matrix.mulVec, dotProduct, Fintype.sum_sum_type]
    nlinarith [sq_nonneg (v (Sum.inl 0) + v (Sum.inr 0))]
  · simp [A, B, Matrix.mulVec, dotProduct, Fintype.sum_sum_type]
    nlinarith [sq_nonneg (v (Sum.inl 0) - v (Sum.inr 0))]
  · rw [startError_eq hX hX]
    simp [B, X, Matrix.mulVec, dotProduct, Fintype.sum_sum_type, Matrix.mul_apply]
    ring

end

end TwoBlockInverseFactorization
```

```lean
#print axioms TwoBlockInverseFactorization.wielandt_inequality
#print axioms TwoBlockInverseFactorization.wielandt_sharp
#print axioms TwoBlockInverseFactorization.startError_bound
```

```
'TwoBlockInverseFactorization.wielandt_inequality' depends on axioms: [propext, Classical.choice, Quot.sound]
'TwoBlockInverseFactorization.wielandt_sharp' depends on axioms: [propext, Classical.choice, Quot.sound]
'TwoBlockInverseFactorization.startError_bound' depends on axioms: [propext, Classical.choice, Quot.sound]
```

## How the Lean proof is organised

`coupling_le_sum` is the comparison of x + y with x − y. Its `hs` is the symmetry step, `h1` and `h2` are the two spectral bounds, and `h3` and `h4` multiply them by m and M before `nlinarith` combines them. In `wielandt_sq`, `hq` is the quadratic in s and `discrim_le_zero` supplies the discriminant condition. `wielandt_inequality` takes the root, using `dot_self_nonneg` to show that the self-overlaps are nonnegative.

`startError_eq` is the block multiplication; it uses only the two factor conditions. In `startError_bound`, `ho` states that vectors on different blocks are orthogonal. `dot_elim` splits dot products over the blocks, and `dot_pull` moves X and Y from the vectors into the matrix. This yields `hK`, and transposition yields `hKt`. `norm_of_form` then makes the choice u = Kv, arguing by contradiction so that Kv = 0 needs no separate case. Finally w is split into its two parts and the estimates are added.

Two theorems show that the constants are attained. `wielandt_sharp` gives, for every 0 < m ≤ M, a two-by-two matrix with equality on the unit vectors. `startError_bound_witness` uses two functions with self-overlap 4 and coupling 2, which is a normalised overlap of 1/2. Here m = 2, M = 6 and q = 1/2, and the error shortens every vector by exactly that factor.
